# For a boson mode modelled by polynomials in characteristic p, the multiples of g(X^p) lie among those of h(X^p) exactly when h divides g

The setting is an algebraic model of one boson mode, in which states are polynomials in X over a field of prime characteristic p, with no inner product or normalisation, and the annihilation operator is differentiation. For any polynomials g and h, `multiples_le_iff` states that the subspace of all multiples of g(X^p) is contained in that of all multiples of h(X^p) exactly when h divides g. For the forward direction, the attempt writes g(X^p) = h(X^p) q and differentiates, which leaves h(X^p) q′ = 0, so either h(X^p) = 0 or q is itself a polynomial in X^p. For the converse, it carries the divisibility of g by h over to g(X^p) and h(X^p) with `map_dvd`, then uses transitivity.

In Lean, a first try:

```lean
import Mathlib

open Polynomial

namespace BosonPositiveCharacteristic

variable {K : Type*} [Field K]

/-- The subspace of all polynomial multiples of `g(X^p)`. -/
noncomputable def multiples (p : ℕ) (g : K[X]) : Submodule K K[X] where
  carrier := {f | expand K p g ∣ f}
  add_mem' := fun ha hb => dvd_add ha hb
  zero_mem' := dvd_zero _
  smul_mem' := fun c f hf => by
    change expand K p g ∣ c • f
    rw [smul_eq_C_mul]
    exact Dvd.dvd.mul_left hf _

/-- A polynomial lies in `multiples p g` exactly when `g(X^p)` divides it. -/
theorem mem_multiples (p : ℕ) (g f : K[X]) :
    f ∈ multiples p g ↔ expand K p g ∣ f := Iff.rfl

/-- In characteristic `p` the annihilation operator sends every polynomial in `X^p` to zero. -/
theorem derivative_expand_eq_zero (p : ℕ) [CharP K p] (g : K[X]) :
    derivative (expand K p g) = 0 := by
  rw [derivative_expand, CharP.cast_eq_zero K[X] p, zero_mul, mul_zero]

/-- In characteristic `p`, `h(X^p)` divides `g(X^p)` exactly when `h` divides `g`. -/
theorem expand_dvd_expand_iff (p : ℕ) [Fact p.Prime] [CharP K p] (g h : K[X]) :
    expand K p h ∣ expand K p g ↔ h ∣ g := by
  have hp : 0 < p := (Fact.out : p.Prime).pos
  constructor
  · rintro ⟨q, hq⟩
    -- differentiate `g(X^p) = h(X^p) q` to see that `q` is a polynomial in `X^p` too
    have hd := congrArg derivative hq
    rw [derivative_mul, derivative_expand_eq_zero, derivative_expand_eq_zero, zero_mul,
      zero_add] at hd
    rcases mul_eq_zero.mp hd.symm with h0 | h0
    · rw [h0, zero_mul] at hq
      rw [(expand_eq_zero hp).mp hq]
      exact dvd_zero h
    · have he : expand K p g = expand K p (h * contract p q) := by
        rw [map_mul, expand_contract (p := p) h0 hp.ne', hq]
      exact ⟨contract p q, expand_injective hp he⟩
  · rintro ⟨q, rfl⟩
    rw [map_mul]
    exact dvd_mul_right _ _

/-- In characteristic `p`, every multiple of `g(X^p)` is a multiple of `h(X^p)` exactly when `h`
divides `g`. -/
theorem multiples_le_iff (p : ℕ) [Fact p.Prime] [CharP K p] (g h : K[X]) :
    multiples p g ≤ multiples p h ↔ h ∣ g := by
  have hp : 0 < p := (Fact.out : p.Prime).pos
  constructor
  · intro hle
    obtain ⟨q, hq⟩ := (mem_multiples p h _).1 (hle ((mem_multiples p g _).2 (dvd_refl _)))
    -- differentiate `g(X^p) = h(X^p) q` to see that `q` is a polynomial in `X^p` too
    have hd := congrArg derivative hq
    rw [derivative_mul, derivative_expand_eq_zero, derivative_expand_eq_zero, zero_mul,
      zero_add] at hd
    rcases mul_eq_zero.mp hd.symm with h0 | h0
    · rw [h0, zero_mul] at hq
      rw [(expand_eq_zero hp).mp hq]
      exact dvd_zero h
    · refine ⟨contract p q, expand_injective hp ?_⟩
      rw [map_mul, expand_contract (p := p) h0 hp.ne', hq]
  · intro hgh f hf
    exact (mem_multiples p h f).2
      (dvd_trans (map_dvd (expand K p) hgh) ((mem_multiples p g f).1 hf))

end BosonPositiveCharacteristic
```

The compiler's answer:

```
Main.lean:69:18: error: (deterministic) timeout at `whnf`, maximum number of heartbeats (200000) has been reached

Note: Use `set_option maxHeartbeats <num>` to set the limit.

Hint: Additional diagnostic information may be available using the `set_option diagnostics true` command.
Main.lean:49:0: error: (deterministic) timeout at `whnf`, maximum number of heartbeats (200000) has been reached

Note: Use `set_option maxHeartbeats <num>` to set the limit.

Hint: Additional diagnostic information may be available using the `set_option diagnostics true` command.
```

The repair, with which the file compiles:

```diff
@@ -51,21 +51,13 @@
 theorem multiples_le_iff (p : ℕ) [Fact p.Prime] [CharP K p] (g h : K[X]) :
     multiples p g ≤ multiples p h ↔ h ∣ g := by
-  have hp : 0 < p := (Fact.out : p.Prime).pos
+  rw [← expand_dvd_expand_iff p g h, SetLike.le_def]
   constructor
   · intro hle
-    obtain ⟨q, hq⟩ := (mem_multiples p h _).1 (hle ((mem_multiples p g _).2 (dvd_refl _)))
-    -- differentiate `g(X^p) = h(X^p) q` to see that `q` is a polynomial in `X^p` too
-    have hd := congrArg derivative hq
-    rw [derivative_mul, derivative_expand_eq_zero, derivative_expand_eq_zero, zero_mul,
-      zero_add] at hd
-    rcases mul_eq_zero.mp hd.symm with h0 | h0
-    · rw [h0, zero_mul] at hq
-      rw [(expand_eq_zero hp).mp hq]
-      exact dvd_zero h
-    · refine ⟨contract p q, expand_injective hp ?_⟩
-      rw [map_mul, expand_contract (p := p) h0 hp.ne', hq]
-  · intro hgh f hf
-    exact (mem_multiples p h f).2
-      (dvd_trans (map_dvd (expand K p) hgh) ((mem_multiples p g f).1 hf))
+    have hg : expand K p g ∈ multiples p g :=
+      (mem_multiples p g (expand K p g)).2 (dvd_refl (expand K p g))
+    exact (mem_multiples p h (expand K p g)).1 (hle hg)
+  · intro hd f hf
+    rw [mem_multiples] at hf ⊢
+    exact dvd_trans hd hf
 
 end BosonPositiveCharacteristic
```

Diagnosis. Both messages report that Lean ran out of its allowance of 200000 heartbeats while in `whnf`, the routine that unfolds expressions. The first points at `map_dvd (expand K p) hgh`, in the converse direction, and the second at the declaration as a whole. Neither says that the step is mathematically wrong, or which unfolding was so costly.

The repair does without `map_dvd`. Rewriting backwards with `expand_dvd_expand_iff`, already proved in the file, turns `h ∣ g` in the goal into `expand K p h ∣ expand K p g`. The converse then receives that divisibility as the hypothesis `hd`, and `dvd_trans hd hf` finishes it.

The same rewrite makes the differentiation argument in the forward direction unnecessary, since it repeated the proof of `expand_dvd_expand_iff`. It is now enough that `expand K p g` belongs to its own subspace. No message pointed at that argument, so removing it is mostly tidying, though it also leaves Lean less to check in this declaration. Spelling out the inclusion with `SetLike.le_def` and the membership with `mem_multiples` is tidying too.
